# Matrix squaring at most doubles the uniform action error of positive density matrices on a finite grid

Configuration space is represented here by a finite set of grid points G, and the integral over intermediate positions by a quadrature sum with weights w_z > 0. A density matrix is any function r : G → G → ℝ with positive entries; no Hamiltonian, symmetry or normalisation is assumed. Positivity makes the action −ln r real, so sign-changing fermionic density matrices are excluded. The error of replacing the continuum integral by the sum is not treated.

Two density matrices r and r' are compared on the same grid, for instance a reference and an approximation at the same high temperature. The number ε bounds the difference of their actions.

```lean
import Mathlib

open Finset

namespace MatrixSquaringError

noncomputable section

variable {G : Type*} [Fintype G] {w : G → ℝ} {r r' : G → G → ℝ} {ε : ℝ}
```

Joining two imaginary-time intervals of equal length halves the temperature:

Sq(r)(x,y) = ∑_z w_z r(x,z) r(z,y).

In Lean this is `square w r`, and `(square w)^[k] r` is the result of k squarings, written r_k below, with r_0 = r.

```lean
/-- One matrix squaring of a density matrix on a grid with quadrature weights `w`. -/
def square (w : G → ℝ) (r : G → G → ℝ) : G → G → ℝ :=
  fun x y => ∑ z, w z * r x z * r z y
```

The action between two grid points is

S_r(x,y) = −ln r(x,y).

It is the full action, kinetic part included.

```lean
/-- The action between two grid points: minus the logarithm of the density matrix. -/
def action (r : G → G → ℝ) (x y : G) : ℝ := -Real.log (r x y)
```

## From an action error to a factor

If all entries of r_k are positive, every term w_z r_k(x,z) r_k(z,y) is positive. The sum has at least one term, because x itself is a grid point, so r_(k+1)(x,y) > 0. Induction on k covers all squarings.

```lean
/-- A positive density matrix stays positive under repeated squaring. -/
theorem squarings_pos (hw : ∀ z, 0 < w z) (hr : ∀ x y, 0 < r x y) (k : ℕ) :
    ∀ x y, 0 < (square w)^[k] r x y := by
  induction k with
  | zero => exact hr
  | succ k ih =>
    intro x y
    rw [Function.iterate_succ_apply']
    exact Finset.sum_pos (fun z _ => mul_pos (mul_pos (hw z) (ih x z)) (ih z y))
      ⟨x, Finset.mem_univ x⟩
```

The condition |S_r(x,y) − S_r'(x,y)| ≤ ε means

ln r'(x,y) ≤ ε + ln r(x,y) and ln r(x,y) ≤ ε + ln r'(x,y).

Exponentiating gives the equivalent pair

r'(x,y) ≤ e^ε r(x,y) and r(x,y) ≤ e^ε r'(x,y).

The auxiliary statement `key` does this conversion for one inequality, and is used once in each direction.

```lean
omit [Fintype G] in
/-- Two actions differ by at most `ε` exactly when each density matrix element is at most
`exp ε` times the other. -/
theorem action_close_iff {x y : G} (hr : 0 < r x y) (hr' : 0 < r' x y) :
    |action r x y - action r' x y| ≤ ε ↔
      r' x y ≤ Real.exp ε * r x y ∧ r x y ≤ Real.exp ε * r' x y := by
  have key : ∀ a b : ℝ, 0 < a → 0 < b →
      (a ≤ Real.exp ε * b ↔ Real.log a ≤ ε + Real.log b) := by
    intro a b ha hb
    rw [← Real.log_le_log_iff ha (mul_pos (Real.exp_pos ε) hb),
      Real.log_mul (Real.exp_pos ε).ne' hb.ne', Real.log_exp]
  rw [key _ _ hr' hr, key _ _ hr hr', abs_le]
  unfold action
  constructor <;> rintro ⟨h1, h2⟩ <;> constructor <;> linarith
```

## Two factors in every term

Suppose r' ≤ e^ε r everywhere. Each term of the quadrature sum contains the density matrix twice, and all quantities are positive, so

w_z r'(x,z) r'(z,y) ≤ w_z · e^ε r(x,z) · e^ε r(z,y) = e^(2ε) w_z r(x,z) r(z,y).

```lean
omit [Fintype G] in
/-- If one density matrix is at most `exp ε` times another, then each term of its quadrature
sum is at most `exp (2 ε)` times the corresponding term of the other. -/
theorem term_le (hw : ∀ z, 0 < w z) (hr : ∀ x y, 0 < r x y) (hr' : ∀ x y, 0 < r' x y)
    (h : ∀ x y, r' x y ≤ Real.exp ε * r x y) (x y z : G) :
    w z * r' x z * r' z y ≤ Real.exp (2 * ε) * (w z * r x z * r z y) := by
  calc w z * r' x z * r' z y = w z * (r' x z * r' z y) := by ring
    _ ≤ w z * ((Real.exp ε * r x z) * (Real.exp ε * r z y)) :=
        mul_le_mul_of_nonneg_left
          (mul_le_mul (h x z) (h z y) (hr' z y).le (mul_pos (Real.exp_pos ε) (hr x z)).le)
          (hw z).le
    _ = Real.exp (2 * ε) * (w z * r x z * r z y) := by
        rw [two_mul, Real.exp_add]; ring
```

Summing over z gives r'_1 ≤ e^(2ε) r_1. If r'_k ≤ e^(2^k ε) r_k, the same argument with 2^k ε in place of ε gives

r'_(k+1) ≤ e^(2 · 2^k ε) r_(k+1) = e^(2^(k+1) ε) r_(k+1).

```lean
/-- A bound by the factor `exp ε` between two density matrices becomes a bound by the factor
`exp (2^k ε)` after `k` squarings. -/
theorem squarings_le (hw : ∀ z, 0 < w z) (hr : ∀ x y, 0 < r x y) (hr' : ∀ x y, 0 < r' x y)
    (h : ∀ x y, r' x y ≤ Real.exp ε * r x y) (k : ℕ) :
    ∀ x y, (square w)^[k] r' x y ≤ Real.exp (2 ^ k * ε) * (square w)^[k] r x y := by
  induction k with
  | zero => simpa using h
  | succ k ih =>
    intro x y
    rw [Function.iterate_succ_apply', Function.iterate_succ_apply',
      show (2 : ℝ) ^ (k + 1) * ε = 2 * (2 ^ k * ε) by ring]
    unfold square
    rw [Finset.mul_sum]
    exact Finset.sum_le_sum fun z _ =>
      term_le hw (squarings_pos hw hr k) (squarings_pos hw hr' k) ih x y z
```

Applying this bound to (r, r') and to (r', r), then taking logarithms, yields

|S_(r_k)(x,y) − S_(r'_k)(x,y)| ≤ 2^k ε

for all x and y.

```lean
/-- If two actions differ by at most `ε` everywhere on the grid, then after `k` matrix
squarings they differ by at most `2^k ε` everywhere. -/
theorem action_error_squarings (hw : ∀ z, 0 < w z) (hr : ∀ x y, 0 < r x y)
    (hr' : ∀ x y, 0 < r' x y) (h : ∀ x y, |action r x y - action r' x y| ≤ ε)
    (k : ℕ) (x y : G) :
    |action ((square w)^[k] r) x y - action ((square w)^[k] r') x y| ≤ 2 ^ k * ε := by
  have h2 := fun u v => (action_close_iff (hr u v) (hr' u v)).1 (h u v)
  exact (action_close_iff (squarings_pos hw hr k x y) (squarings_pos hw hr' k x y)).2
    ⟨squarings_le hw hr hr' (fun u v => (h2 u v).1) k x y,
      squarings_le hw hr' hr (fun u v => (h2 u v).2) k x y⟩
```

## When the bound is attained

Take r' = e^ε r with ε ≥ 0, which shifts the action by the constant −ε. A constant factor is squared at each step, so

r'_k = e^(2^k ε) r_k,

and the action error equals 2^k ε at every pair of points. The step `scale` proves this identity by induction.

```lean
/-- For `ε ≥ 0` and the density matrix `exp ε * r`, the action error relative to `r` after `k`
squarings is exactly `2^k ε` at every pair of grid points. -/
theorem action_error_attained (hw : ∀ z, 0 < w z) (hr : ∀ x y, 0 < r x y) (hε : 0 ≤ ε)
    (k : ℕ) (x y : G) :
    |action ((square w)^[k] r) x y -
      action ((square w)^[k] (fun u v => Real.exp ε * r u v)) x y| = 2 ^ k * ε := by
  -- a constant factor is squared at each step
  have scale : ∀ n : ℕ, (square w)^[n] (fun u v => Real.exp ε * r u v) =
      fun u v => Real.exp (2 ^ n * ε) * (square w)^[n] r u v := by
    intro n
    induction n with
    | zero => simp
    | succ n ih =>
      rw [Function.iterate_succ_apply', ih, Function.iterate_succ_apply']
      funext u v
      simp only [square, Finset.mul_sum]
      refine Finset.sum_congr rfl fun z _ => ?_
      rw [show (2 : ℝ) ^ (n + 1) * ε = 2 ^ n * ε + 2 ^ n * ε by ring, Real.exp_add]
      ring
  rw [scale k]
  unfold action
  rw [Real.log_mul (Real.exp_pos _).ne' (squarings_pos hw hr k x y).ne', Real.log_exp]
  have h0 : 0 ≤ 2 ^ k * ε := by positivity
  rw [← abs_of_nonneg h0]
  congr 1
  rw [abs_of_nonneg h0]
  ring
```

For the converse, suppose r' ≤ e^ε r everywhere and the largest allowed factor is reached at one pair (x,y) after k + 1 squarings. The two sums are then equal although their terms are ordered, so the terms agree for each z. Cancelling w_z leaves

a b = A B,

where a = r'_k(x,z), b = r'_k(z,y), A = e^(2^k ε) r_k(x,z) and B = e^(2^k ε) r_k(z,y). All four are positive, with a ≤ A and b ≤ B. If a < A, then a b < A b ≤ A B, a contradiction; b < B is excluded in the same way. Hence a = A and b = B, for every z.

```lean
/-- If the largest allowed factor is reached at `(x, y)` after `k + 1` squarings, it was
reached after `k` squarings along the whole row `x` and the whole column `y`. -/
theorem attained_step_back (hw : ∀ z, 0 < w z) (hr : ∀ x y, 0 < r x y)
    (hr' : ∀ x y, 0 < r' x y) (h : ∀ x y, r' x y ≤ Real.exp ε * r x y) (k : ℕ) {x y : G}
    (heq : (square w)^[k + 1] r' x y =
      Real.exp (2 ^ (k + 1) * ε) * (square w)^[k + 1] r x y) (z : G) :
    (square w)^[k] r' x z = Real.exp (2 ^ k * ε) * (square w)^[k] r x z ∧
      (square w)^[k] r' z y = Real.exp (2 ^ k * ε) * (square w)^[k] r z y := by
  have p := squarings_pos hw hr k
  have p' := squarings_pos hw hr' k
  have hk := squarings_le hw hr hr' h k
  rw [Function.iterate_succ_apply', Function.iterate_succ_apply',
    show (2 : ℝ) ^ (k + 1) * ε = 2 * (2 ^ k * ε) by ring] at heq
  generalize (square w)^[k] r = s at *
  generalize (square w)^[k] r' = s' at *
  generalize (2 : ℝ) ^ k * ε = e at *
  unfold square at heq
  rw [Finset.mul_sum] at heq
  -- equal sums of ordered terms have equal terms
  have ht := (Finset.sum_eq_sum_iff_of_le
    (fun z _ => term_le hw p p' hk x y z)).1 heq z (Finset.mem_univ z)
  rw [two_mul, Real.exp_add] at ht
  have hp : s' x z * s' z y = (Real.exp e * s x z) * (Real.exp e * s z y) :=
    mul_left_cancel₀ (hw z).ne' (by linear_combination ht)
  have hB := mul_pos (Real.exp_pos e) (p x z)
  constructor
  · refine le_antisymm (hk x z) (le_of_not_gt fun hlt => ?_)
    nlinarith [mul_pos (sub_pos.2 hlt) (p' z y), mul_nonneg hB.le (sub_nonneg.2 (hk z y))]
  · refine le_antisymm (hk z y) (le_of_not_gt fun hlt => ?_)
    nlinarith [mul_pos hB (sub_pos.2 hlt), mul_nonneg (p' z y).le (sub_nonneg.2 (hk x z))]
```

One step back thus gives equality at (x,v) for every v. A second step back from (x,v) gives it at (u,v) for every u, which covers the grid. Further steps carry it back to r and r' themselves. This requires at least two squarings in total; after a single squaring the argument fixes only row x and column y. The sign inside the absolute value decides whether r' = e^ε r or r = e^ε r'.

```lean
/-- If the error bound is attained at a single pair of grid points after two or more
squarings, the two initial density matrices differ by the constant factor `exp ε`. -/
theorem attained_only_by_constant_factor (hw : ∀ z, 0 < w z) (hr : ∀ x y, 0 < r x y)
    (hr' : ∀ x y, 0 < r' x y) (h : ∀ x y, |action r x y - action r' x y| ≤ ε)
    {k : ℕ} (hk : 2 ≤ k) {x y : G}
    (heq : |action ((square w)^[k] r) x y - action ((square w)^[k] r') x y| = 2 ^ k * ε) :
    (∀ u v, r' u v = Real.exp ε * r u v) ∨ (∀ u v, r u v = Real.exp ε * r' u v) := by
  obtain ⟨m, rfl⟩ : ∃ m, k = m + 1 + 1 := ⟨k - 2, by omega⟩
  have one : ∀ s s' : G → G → ℝ, (∀ u v, 0 < s u v) → (∀ u v, 0 < s' u v) →
      (∀ u v, s' u v ≤ Real.exp ε * s u v) →
      Real.log ((square w)^[m + 1 + 1] s' x y) =
        2 ^ (m + 1 + 1) * ε + Real.log ((square w)^[m + 1 + 1] s x y) →
      ∀ u v, s' u v = Real.exp ε * s u v := by
    intro s s' hs hs' hle hlog
    have hE := congrArg Real.exp hlog
    rw [Real.exp_add, Real.exp_log (squarings_pos hw hs' _ x y),
      Real.exp_log (squarings_pos hw hs _ x y)] at hE
    -- two steps back cover the whole grid
    have hall : ∀ u v, (square w)^[m] s' u v =
        Real.exp (2 ^ m * ε) * (square w)^[m] s u v := fun u v =>
      (attained_step_back hw hs hs' hle m
        (attained_step_back hw hs hs' hle (m + 1) hE v).1 u).2
    clear hlog hE heq hk
    induction m with
    | zero => simpa using hall
    | succ n ih =>
      exact ih fun u v => (attained_step_back hw hs hs' hle n (hall u v) v).1
  have h2 := fun u v => (action_close_iff (hr u v) (hr' u v)).1 (h u v)
  unfold action at heq
  rcases eq_or_eq_neg_of_abs_eq heq with h3 | h3
  · exact Or.inl (one r r' hr hr' (fun u v => (h2 u v).1) (by linarith))
  · exact Or.inr (one r' r hr' hr (fun u v => (h2 u v).2) (by linarith))
```

## Improved actions

Let the starting inverse temperature be β/2^k, and assume an action error of at most C(β/2^k)^(p+1). Then the final error is at most

2^k · C(β/2^k)^(p+1) = Cβ^(p+1)/(2^k)^p.

For matrix-squaring calculations with positive density matrices on a finite grid, this shows how the order of a high-temperature action carries over to the target temperature. The final error is the difference from the reference squared on the same grid, not from the continuum density matrix at β, because quadrature errors are not included. Reading the bound as a convergence rate in k for this difference requires p ≥ 1 and one C for all k. The starting estimate is assumed, not derived from a Hamiltonian, and it must hold for every pair of grid points, including widely separated ones; an operator error estimate does not by itself supply it.

```lean
/-- If the starting action at inverse temperature `β / 2^k` has an error of at most
`C (β / 2^k)^(p+1)`, the action after `k` squarings has an error of at most
`C β^(p+1) / (2^k)^p`. -/
theorem improved_action_error (hw : ∀ z, 0 < w z) (hr : ∀ x y, 0 < r x y)
    (hr' : ∀ x y, 0 < r' x y) (C β : ℝ) (p k : ℕ)
    (h : ∀ x y, |action r x y - action r' x y| ≤ C * (β / 2 ^ k) ^ (p + 1)) (x y : G) :
    |action ((square w)^[k] r) x y - action ((square w)^[k] r') x y| ≤
      C * β ^ (p + 1) / (2 ^ k) ^ p := by
  have e : ∀ N : ℝ, N ≠ 0 →
      N * (C * (β / N) ^ (p + 1)) = C * β ^ (p + 1) / N ^ p := by
    intro N hN
    rw [div_pow, pow_succ N p]
    field_simp
  rw [← e (2 ^ k) (by positivity)]
  exact action_error_squarings hw hr hr' h k x y

end

end MatrixSquaringError
```

```lean
#print axioms MatrixSquaringError.action_error_squarings
-- 'MatrixSquaringError.action_error_squarings' depends on axioms: [propext, Classical.choice, Quot.sound]
#print axioms MatrixSquaringError.action_error_attained
-- 'MatrixSquaringError.action_error_attained' depends on axioms: [propext, Classical.choice, Quot.sound]
#print axioms MatrixSquaringError.attained_only_by_constant_factor
-- 'MatrixSquaringError.attained_only_by_constant_factor' depends on axioms: [propext, Classical.choice, Quot.sound]
#print axioms MatrixSquaringError.improved_action_error
-- 'MatrixSquaringError.improved_action_error' depends on axioms: [propext, Classical.choice, Quot.sound]
```
